# The measure $m^2\,dm$ gives a larger thermal mean-square moment than $dm$ for every continuous energy $E(m)$ on $[0,M]$

One way to turn a computed energy curve $E(m)$ into a finite-temperature local moment is to average $m^2$ over the magnitude $m$ with a Boltzmann weight, which requires a choice of integration measure. Treating the moment as a scalar amplitude gives $dm$; treating it as a three-component vector gives $m^2\,dm$. For a single classical moment whose energy depends only on its magnitude, with the same curve, temperature and cutoff in both averages, the vector choice always gives the larger mean square. In simulations of longitudinal spin fluctuations built on such a one-site model, this fixes the sign of the shift caused by changing the measure.

```lean
import Mathlib

open Set

namespace LocalMomentPhaseSpace

noncomputable section
```

## Boltzmann weight and phase-space factor

Let $m\ge 0$ be the magnitude of the moment, $E(m)$ its energy and $\beta$ the inverse temperature. The weight is

$$w(m)=e^{-\beta E(m)} .$$

```lean
/-- Boltzmann weight of a local moment of magnitude `m` with energy `E m` at inverse
temperature `β`. -/
def weight (E : ℝ → ℝ) (β m : ℝ) : ℝ := Real.exp (-(β * E m))
```

In Lean, `E` is a function on all real numbers, but only its values on $[0,M]$ enter the integrals. The theorems hold for every real $\beta$, and $\beta=1$ gives the weight $e^{-E(m)}$.

For a vector moment, $d^3m=4\pi m^2\,dm$ once the angles are integrated out, and the constant $4\pi$ cancels in any mean. Let the natural number $n$ be the power of $m$ in the measure, and let $M$ be the largest magnitude allowed. The partition integral is

$$Z_n=\int_0^M m^n\,w(m)\,dm ,$$

with $n=0$ for the scalar amplitude and $n=2$ for the vector.

```lean
/-- Partition integral over magnitudes in `[0, M]` with phase-space factor `m ^ n`:
`n = 0` for a scalar amplitude, `n = 2` for a three-component vector moment. -/
def phaseIntegral (E : ℝ → ℝ) (β M : ℝ) (n : ℕ) : ℝ :=
  ∫ m in (0 : ℝ)..M, m ^ n * weight E β m
```

The thermal mean of an observable $A(m)$ is

$$\langle A\rangle_n=\frac{1}{Z_n}\int_0^M A(m)\,m^n\,w(m)\,dm .$$

```lean
/-- Thermal mean of an observable `A` of the magnitude, with phase-space factor `m ^ n`.
Its domain is a nonzero partition integral, as for `M > 0` and `E` continuous on `[0, M]`. -/
def thermalMean (E : ℝ → ℝ) (β M : ℝ) (n : ℕ) (A : ℝ → ℝ) : ℝ :=
  (∫ m in (0 : ℝ)..M, A m * (m ^ n * weight E β m)) / phaseIntegral E β M n
```

The quantity of interest is this mean for $A(m)=m^2$, written $\langle m^2\rangle_n$.

```lean
/-- Thermal mean-square local moment with phase-space factor `m ^ n`, on the same domain
as `thermalMean`. -/
def meanSquare (E : ℝ → ℝ) (β M : ℝ) (n : ℕ) : ℝ :=
  thermalMean E β M n (fun m => m ^ 2)
```

The subscript refers to the measure and the $m^2$ inside the brackets to the observable. In the vector case both are squares, and the numerator contains $m^4$.

The theorems that compare means assume $M>0$ (`hM`) and continuity of $E$ on the closed interval (`hE`). The cutoff $M$ stands for a largest moment the site can carry, or for the end of the computed energy curve. An unbounded range of magnitudes, coupling between sites and quantum fluctuations of the moment are not treated.

## Partition integrals and their ratios

Let $M>0$ and let $E$ be continuous on $[0,M]$. The integrand $m^n w(m)$ is then continuous and nonnegative on $[0,M]$, and at $m=M$ it equals $M^n w(M)>0$. Hence $Z_n>0$.

```lean
/-- The partition integral is positive for every phase-space factor `m ^ n`. -/
theorem phaseIntegral_pos {E : ℝ → ℝ} {β M : ℝ} (hM : 0 < M)
    (hE : ContinuousOn E (Icc 0 M)) (n : ℕ) : 0 < phaseIntegral E β M n := by
  unfold phaseIntegral
  refine intervalIntegral.integral_pos hM (by unfold weight; fun_prop) ?_ ?_
  · intro m hm
    exact mul_nonneg (pow_nonneg hm.1.le n) (Real.exp_pos _).le
  · exact ⟨M, right_mem_Icc.2 hM.le, mul_pos (pow_pos hM n) (Real.exp_pos _)⟩
```

The Lean proof supplies the same three facts to `intervalIntegral.integral_pos`: continuity, nonnegativity, and one point of strict positivity, here the endpoint $M$.

Since $m^2\cdot m^n=m^{n+2}$, the mean-square moment is a ratio of two partition integrals:

$$\langle m^2\rangle_n=\frac{Z_{n+2}}{Z_n}.$$

```lean
/-- The mean-square moment is the ratio of the partition integrals with factors
`m ^ (n + 2)` and `m ^ n`. -/
theorem meanSquare_eq (E : ℝ → ℝ) (β M : ℝ) (n : ℕ) :
    meanSquare E β M n = phaseIntegral E β M (n + 2) / phaseIntegral E β M n := by
  unfold meanSquare thermalMean
  congr 1
  refine intervalIntegral.integral_congr fun m _ => ?_
  show m ^ 2 * (m ^ n * weight E β m) = m ^ (n + 2) * weight E β m
  ring
```

The denominators already agree, so the proof only has to show that the two numerators have equal integrands.

This ratio also shows where a quick argument goes wrong. One might say that the extra factor $m^2$ favours large moments and therefore enlarges the numerator. But it changes the denominator as well, and if $M\le 1$ in the chosen units the numerator actually decreases. The comparison has to be made between ratios.

## A product of two factors that change sign together

Let $d$ be a natural number, so that $d+1\ge 1$ is the extra power of $m$ in the larger measure, and let $p$ and $q$ be real constants. Multiplying out,

$$(m^2-p)(m^{d+1}-q)\,m^n=m^{n+d+3}-p\,m^{n+d+1}-q\,m^{n+2}+pq\,m^n ,$$

and integrating against $w$ gives

$$\int_0^M (m^2-p)(m^{d+1}-q)\,m^n w\,dm=Z_{n+d+3}-p\,Z_{n+d+1}-q\,\bigl(Z_{n+2}-p\,Z_n\bigr).$$

```lean
/-- The weighted product of `m ^ 2 - p` and `m ^ (d + 1) - q`, integrated over magnitudes,
expressed through partition integrals. -/
theorem covariation_expand {E : ℝ → ℝ} {β M : ℝ} (hM : 0 ≤ M)
    (hE : ContinuousOn E (Icc 0 M)) (n d : ℕ) (p q : ℝ) :
    (∫ m in (0 : ℝ)..M, (m ^ 2 - p) * (m ^ (d + 1) - q) * (m ^ n * weight E β m)) =
      phaseIntegral E β M (n + d + 1 + 2) - p * phaseIntegral E β M (n + d + 1)
        - q * (phaseIntegral E β M (n + 2) - p * phaseIntegral E β M n) := by
  have h : (∫ m in (0 : ℝ)..M, (m ^ 2 - p) * (m ^ (d + 1) - q) * (m ^ n * weight E β m)) =
      ∫ m in (0 : ℝ)..M, (m ^ (n + d + 1 + 2) * weight E β m
        - p * (m ^ (n + d + 1) * weight E β m) - q * (m ^ (n + 2) * weight E β m)
        + p * q * (m ^ n * weight E β m)) := by
    refine intervalIntegral.integral_congr fun m _ => ?_
    show (m ^ 2 - p) * (m ^ (d + 1) - q) * (m ^ n * weight E β m) =
      m ^ (n + d + 1 + 2) * weight E β m
        - p * (m ^ (n + d + 1) * weight E β m) - q * (m ^ (n + 2) * weight E β m)
        + p * q * (m ^ n * weight E β m)
    ring
  rw [h]
  unfold phaseIntegral
  -- linearity of the integral; the remaining goals are integrability of each term
  rw [intervalIntegral.integral_add, intervalIntegral.integral_sub,
    intervalIntegral.integral_sub, intervalIntegral.integral_const_mul,
    intervalIntegral.integral_const_mul, intervalIntegral.integral_const_mul]
  · ring
  all_goals
    exact ContinuousOn.intervalIntegrable_of_Icc hM (by unfold weight; fun_prop)
```

The step `h` is the expansion under the integral sign. Linearity then splits the integral into four terms, each integrable because it is continuous on $[0,M]$.

Now take a reference magnitude $c\ge 0$ and set $p=c^2$, $q=c^{d+1}$. For $m>c$ both $m^2-c^2$ and $m^{d+1}-c^{d+1}$ are positive; for $0<m<c$ both are negative. Their product is therefore positive at every $m>0$ other than $c$, and

$$\int_0^M (m^2-c^2)(m^{d+1}-c^{d+1})\,m^n w\,dm>0 .$$

```lean
/-- Measured from any reference magnitude `c ≥ 0`, the squared moment and an extra
phase-space factor `m ^ (d + 1)` have a strictly positive weighted product on average. -/
theorem covariation_pos {E : ℝ → ℝ} {β M c : ℝ} (hM : 0 < M)
    (hE : ContinuousOn E (Icc 0 M)) (hc : 0 ≤ c) (n d : ℕ) :
    0 < ∫ m in (0 : ℝ)..M,
      (m ^ 2 - c ^ 2) * (m ^ (d + 1) - c ^ (d + 1)) * (m ^ n * weight E β m) := by
  -- both factors change sign together at `m = c`
  have hs : ∀ m : ℝ, 0 < m → m ≠ c →
      0 < (m ^ 2 - c ^ 2) * (m ^ (d + 1) - c ^ (d + 1)) * (m ^ n * weight E β m) := by
    intro m hm hne
    refine mul_pos ?_ (mul_pos (pow_pos hm n) (Real.exp_pos _))
    rcases lt_or_gt_of_ne hne with h | h
    · exact mul_pos_of_neg_of_neg
        (sub_neg.2 (pow_lt_pow_left₀ h hm.le (by omega)))
        (sub_neg.2 (pow_lt_pow_left₀ h hm.le (by omega)))
    · exact mul_pos
        (sub_pos.2 (pow_lt_pow_left₀ h hc (by omega)))
        (sub_pos.2 (pow_lt_pow_left₀ h hc (by omega)))
  refine intervalIntegral.integral_pos hM (by unfold weight; fun_prop) ?_ ?_
  · intro m hm
    by_cases h : m = c
    · simp [h]
    · exact (hs m hm.1 h).le
  · by_cases h : M = c
    · exact ⟨M / 2, ⟨by linarith, by linarith⟩,
        hs (M / 2) (by linarith) (fun h' => by linarith)⟩
    · exact ⟨M, right_mem_Icc.2 hM.le, hs M hM h⟩
```

The fact `hs` is the sign argument, with the cases $m<c$ and $m>c$ treated separately. Strict positivity of the integral again needs one point where the integrand is positive. The endpoint $M$ serves unless $c=M$, and in that case $M/2$ does.

## The mean square rises with every added power of $m$

Let $n<k$ and write $k=n+d+1$. Choose the reference magnitude to be the root-mean-square moment of the smaller phase space,

$$c^2=\langle m^2\rangle_n=\frac{Z_{n+2}}{Z_n}.$$

Then $Z_{n+2}-c^2Z_n=0$, so the term multiplied by $q=c^{d+1}$ drops out of the expansion. What remains is

$$0<Z_{k+2}-c^2 Z_k .$$

Dividing by $Z_k>0$ gives

$$\langle m^2\rangle_k=\frac{Z_{k+2}}{Z_k}>c^2=\langle m^2\rangle_n .$$

```lean
/-- The thermal mean-square local moment increases strictly with the power of the magnitude
in the phase-space factor, for every continuous energy and every `β`. -/
theorem meanSquare_strictMono {E : ℝ → ℝ} {β M : ℝ} (hM : 0 < M)
    (hE : ContinuousOn E (Icc 0 M)) : StrictMono (meanSquare E β M) := by
  intro n k hnk
  obtain ⟨d, rfl⟩ := Nat.exists_eq_add_of_lt hnk
  have h0 := phaseIntegral_pos (β := β) hM hE n
  have h2 := phaseIntegral_pos (β := β) hM hE (n + 2)
  have h3 := phaseIntegral_pos (β := β) hM hE (n + d + 1)
  rw [meanSquare_eq, meanSquare_eq]
  -- the reference magnitude is the root-mean-square moment of the smaller phase space
  have hc := Real.sq_sqrt (div_pos h2 h0).le
  have hpos := covariation_pos (β := β) hM hE
    (Real.sqrt_nonneg (phaseIntegral E β M (n + 2) / phaseIntegral E β M n)) n d
  have hz : phaseIntegral E β M (n + 2) -
      phaseIntegral E β M (n + 2) / phaseIntegral E β M n * phaseIntegral E β M n = 0 := by
    have h : phaseIntegral E β M (n + 2) / phaseIntegral E β M n *
        phaseIntegral E β M n = phaseIntegral E β M (n + 2) := by field_simp
    rw [h, sub_self]
  rw [covariation_expand hM.le hE, hc, hz, mul_zero, sub_zero] at hpos
  rw [lt_div_iff₀ h3]
  linarith
```

The conclusion `StrictMono (meanSquare E β M)` says that, for fixed $E$, $\beta$ and $M$, the map $n\mapsto\langle m^2\rangle_n$ on the natural numbers is strictly increasing. In the proof, $c$ is the square root of the ratio, `hc` states that its square is the ratio again, and `hz` is the vanishing bracket. The rewriting at `hpos` leaves the two-term inequality above, and `lt_div_iff₀` carries out the division by $Z_k$.

The vector and scalar measures are the case $n=0$, $k=2$:

$$\frac{\int_0^M m^2\,w\,dm}{\int_0^M w\,dm}<\frac{\int_0^M m^4\,w\,dm}{\int_0^M m^2\,w\,dm}.$$

```lean
/-- The vector-moment measure `m ^ 2 dm` gives a strictly larger thermal mean-square local
moment than the scalar measure `dm`. -/
theorem scalar_lt_vector {E : ℝ → ℝ} {β M : ℝ} (hM : 0 < M)
    (hE : ContinuousOn E (Icc 0 M)) : meanSquare E β M 0 < meanSquare E β M 2 :=
  meanSquare_strictMono hM hE (by norm_num)
```

No assumption is made about the shape of $E$. It may have its minimum at zero moment, at a finite moment, or several minima.

## The increase is a variance divided by a mean

When the power rises by two, the size of the shift can be written exactly. Put $a=\langle m^2\rangle_n$, so that $aZ_n=Z_{n+2}$. The expansion with $d=1$ and $p=q=a$ gives the variance of $m^2$ in the original ensemble:

$$\bigl\langle (m^2-a)^2\bigr\rangle_n=\frac{Z_{n+4}-a\,Z_{n+2}}{Z_n}.$$

Dividing by $a=Z_{n+2}/Z_n$,

$$\frac{\bigl\langle (m^2-a)^2\bigr\rangle_n}{a}=\frac{Z_{n+4}}{Z_{n+2}}-a=\langle m^2\rangle_{n+2}-\langle m^2\rangle_n .$$

```lean
/-- Raising the phase-space power by two increases the mean-square moment by the thermal
variance of `m ^ 2` divided by its mean, both taken with the original factor `m ^ n`. -/
theorem meanSquare_gain {E : ℝ → ℝ} {β M : ℝ} (hM : 0 < M)
    (hE : ContinuousOn E (Icc 0 M)) (n : ℕ) :
    meanSquare E β M (n + 2) - meanSquare E β M n =
      thermalMean E β M n (fun m => (m ^ 2 - meanSquare E β M n) ^ 2)
        / meanSquare E β M n := by
  have h0 := (phaseIntegral_pos (β := β) hM hE n).ne'
  have h2 := (phaseIntegral_pos (β := β) hM hE (n + 2)).ne'
  have hvar : ∀ a : ℝ, thermalMean E β M n (fun m => (m ^ 2 - a) ^ 2) =
      (phaseIntegral E β M (n + 2 + 2) - a * phaseIntegral E β M (n + 2)
        - a * (phaseIntegral E β M (n + 2) - a * phaseIntegral E β M n))
        / phaseIntegral E β M n := by
    intro a
    have hx : (∫ m in (0 : ℝ)..M,
        (m ^ 2 - a) * (m ^ (1 + 1) - a) * (m ^ n * weight E β m)) =
        phaseIntegral E β M (n + 2 + 2) - a * phaseIntegral E β M (n + 2)
          - a * (phaseIntegral E β M (n + 2) - a * phaseIntegral E β M n) :=
      covariation_expand hM.le hE n 1 a a
    unfold thermalMean
    rw [← hx]
    congr 1
    refine intervalIntegral.integral_congr fun m _ => ?_
    show (m ^ 2 - a) ^ 2 * (m ^ n * weight E β m) =
      (m ^ 2 - a) * (m ^ (1 + 1) - a) * (m ^ n * weight E β m)
    ring
  have hz : phaseIntegral E β M (n + 2) / phaseIntegral E β M n *
      phaseIntegral E β M n = phaseIntegral E β M (n + 2) := by field_simp
  rw [hvar, meanSquare_eq E β M (n + 2), meanSquare_eq E β M n, hz, sub_self, mul_zero,
    sub_zero, div_div_div_cancel_right₀ h0, sub_div, mul_div_cancel_right₀ _ h2]
```

Here `hvar` is the expansion for a general constant $a$, before the mean is inserted, and `hz` is the relation $aZ_n=Z_{n+2}$. The final rewriting cancels the common denominator $Z_n$ and splits the fraction.

For $n=0$ the correction from scalar to vector measure can thus be obtained from the scalar average alone, given the mean and the variance of $m^2$. The formula also suggests the low-temperature behaviour: if $E$ has a single lowest point at some $m_0>0$, the distribution narrows around $m_0$ on cooling, the variance tends to zero while the mean tends to $m_0^2$, and the two measures approach the same answer.

## The flat energy landscape

For $E=0$ the weight is $1$ and

$$Z_k=\int_0^M m^k\,dm=\frac{M^{k+1}}{k+1},$$

so that

$$\langle m^2\rangle_n=\frac{Z_{n+2}}{Z_n}=\frac{n+1}{n+3}\,M^2 .$$

```lean
/-- When the energy is zero at every magnitude, the mean-square moment is `(n + 1) / (n + 3) * M ^
2`. -/
theorem meanSquare_flat {M : ℝ} (hM : 0 < M) (β : ℝ) (n : ℕ) :
    meanSquare (fun _ => 0) β M n = ((n : ℝ) + 1) / ((n : ℝ) + 3) * M ^ 2 := by
  have hZ : ∀ k : ℕ, phaseIntegral (fun _ => 0) β M k = M ^ (k + 1) / ((k : ℝ) + 1) := by
    intro k
    simp [phaseIntegral, weight, integral_pow]
  have h1 : (n : ℝ) + 1 ≠ 0 := by positivity
  have h3 : (n : ℝ) + 3 ≠ 0 := by positivity
  have hp : M ^ (n + 1) ≠ 0 := (pow_pos hM _).ne'
  have hcast : ((n + 2 : ℕ) : ℝ) + 1 = (n : ℝ) + 3 := by push_cast; ring
  have hpow : M ^ (n + 2 + 1) = M ^ (n + 1) * M ^ 2 := by ring
  rw [meanSquare_eq, hZ, hZ, hcast, hpow]
  field_simp

end

end LocalMomentPhaseSpace
```

The local fact `hZ` is the integral of a power, and the remaining steps simplify the ratio.

The scalar measure gives $M^2/3$ and the vector measure $3M^2/5$, a difference of $4M^2/15$. The variance formula agrees: under $dm$ the variance of $m^2$ is $M^4/5-M^4/9=4M^4/45$, and dividing by $M^2/3$ gives $4M^2/15$. These values are also the infinite-temperature limit for any continuous $E$ on $[0,M]$, because the weight becomes $1$ at $\beta=0$. In that limit the result is set entirely by the measure and the cutoff, so a high-temperature moment from such a model should be tested against a change of $M$.

```lean
#print axioms LocalMomentPhaseSpace.meanSquare_strictMono
-- 'LocalMomentPhaseSpace.meanSquare_strictMono' depends on axioms: [propext, Classical.choice, Quot.sound]
#print axioms LocalMomentPhaseSpace.scalar_lt_vector
-- 'LocalMomentPhaseSpace.scalar_lt_vector' depends on axioms: [propext, Classical.choice, Quot.sound]
#print axioms LocalMomentPhaseSpace.meanSquare_gain
-- 'LocalMomentPhaseSpace.meanSquare_gain' depends on axioms: [propext, Classical.choice, Quot.sound]
#print axioms LocalMomentPhaseSpace.meanSquare_flat
-- 'LocalMomentPhaseSpace.meanSquare_flat' depends on axioms: [propext, Classical.choice, Quot.sound]
```
